# The g-sum rule for the two J = l levels of an s electron and an l electron, from the vector-coupling formula

An atom with one s electron and one electron of orbital quantum number \(l \ge 1\) outside closed shells, as in an sp or sd configuration, has two levels with total angular momentum \(J = l\). A weak magnetic field \(B\) shifts their sublevels by \(g\mu_B B M\), where \(\mu_B\) is the Bohr magneton and \(M\) the projection of \(J\). When the electrostatic interaction dominates, the levels are a singlet and a triplet (LS coupling). When spin–orbit interaction dominates, the \(l\) electron has a definite \(j = l \pm \tfrac12\) (jj coupling). Each \(g\) changes between the limits, and the question is whether their sum does.

In Lean 4 with Mathlib:

```lean
import Mathlib

open Matrix

namespace LandeGSum

noncomputable section
```

## The coupling formula

Write \(C(j) = j(j+1)\).

```lean
/-- The quantity `j(j+1)` for an angular momentum quantum number `j`. -/
def casimir (j : ℝ) : ℝ := j * (j + 1)
```

Angular momenta \(j_1, j_2\) with g values \(g_1, g_2\), coupled to \(J\), give
\[
g = \frac{g_1 w_1 + g_2 w_2}{2C(J)}, \qquad w_1 = C(J)+C(j_1)-C(j_2), \qquad w_2 = C(J)+C(j_2)-C(j_1).
\]
This formula is a definition here, not derived from operators; it stands for the projection of the magnetic moment onto \(J\), to first order in \(B\). All quantum numbers are real variables with no triangle condition, so \(l = 1, 2, \dots\) are special cases.

```lean
/-- Vector-coupling formula: the g value of `J` formed from `j₁` (g value `g₁`)
and `j₂` (g value `g₂`). -/
def gCouple (j₁ g₁ j₂ g₂ J : ℝ) : ℝ :=
  (g₁ * (casimir J + casimir j₁ - casimir j₂) + g₂ * (casimir J + casimir j₂ - casimir j₁))
    / (2 * casimir J)
```

LS coupling joins total orbital momentum \(L\) to total spin \(S\). The orbital g value 1 neglects nuclear motion. The spin value \(g_s\) (`gs`) is free, and \(g_s = 2\) is the Dirac value without radiative correction.

```lean
/-- Landé g value in LS coupling: `L` with orbital g value 1 and `S` with spin g value `gs`
coupled to `J`. -/
def gLS (gs L S J : ℝ) : ℝ := gCouple L 1 S gs J
```

One electron couples \(l\) to spin \(\tfrac12\).

```lean
/-- One-electron g value: `l` and spin `1/2` coupled to `j`. -/
def gElec (gs l j : ℝ) : ℝ := gCouple l 1 (1 / 2) gs j
```

In jj coupling the s electron is the first partner.

```lean
/-- jj-coupled g value: an s electron with `j = 1/2` and an `l` electron with angular
momentum `j` coupled to `J`. -/
def gJJ (gs l j J : ℝ) : ℝ := gCouple (1 / 2) (gElec gs 0 (1 / 2)) j (gElec gs l j) J
```

A rotation \(R\) with cosine \(a = \sqrt{(l+1)/(2l+1)}\) and sine \(b = \sqrt{l/(2l+1)}\) will connect the two schemes.

```lean
/-- The 2×2 rotation matrix with cosine `√((l+1)/(2l+1))` and sine `√(l/(2l+1))`. -/
def recoupling (l : ℝ) : Matrix (Fin 2) (Fin 2) ℝ :=
  !![√((l + 1) / (2 * l + 1)), √(l / (2 * l + 1));
     -√(l / (2 * l + 1)), √((l + 1) / (2 * l + 1))]
```

For \(J > 0\) the denominator is positive and may be multiplied out. Each evaluation below applies this lemma, proves positivity of the coupled momentum, and closes the remaining identity with `ring`, after `field_simp` where fractions remain.

```lean
/-- For `J > 0` the vector-coupling formula is equivalent to its form multiplied
through by `2J(J+1)`. -/
theorem gCouple_eq_iff {j₁ g₁ j₂ g₂ J g : ℝ} (hJ : 0 < J) :
    gCouple j₁ g₁ j₂ g₂ J = g ↔
      g₁ * (casimir J + casimir j₁ - casimir j₂) + g₂ * (casimir J + casimir j₂ - casimir j₁)
        = g * (2 * casimir J) := by
  have h : 2 * casimir J ≠ 0 := by
    unfold casimir
    positivity
  unfold gCouple
  exact div_eq_iff h
```

## One-electron, LS and jj values

Put \(\delta = g_s - 1\). Since \(w_1 + w_2 = 2C(J)\), writing \(g_i = 1 + \epsilon_i\) gives \(g = 1 + (\epsilon_1 w_1 + \epsilon_2 w_2)/(2C(J))\).

For the s electron the orbital weight vanishes and \(g = g_s\). For \(j = l+\tfrac12\) the spin weight is \(l+\tfrac32\) and \(2C(j) = (2l+1)(l+\tfrac32)\); for \(j = l-\tfrac12\) they are \(-(l-\tfrac12)\) and \((2l+1)(l-\tfrac12)\). Hence \(g = 1 \pm \delta/(2l+1)\).

```lean
/-- The s electron has g value `gs`, and for `l ≥ 1` the levels `j = l ± 1/2` have
g values `1 ± (gs - 1)/(2l+1)`. -/
theorem gElec_values (gs : ℝ) {l : ℝ} (hl : 1 ≤ l) :
    gElec gs 0 (1 / 2) = gs ∧
    gElec gs l (l + 1 / 2) = 1 + (gs - 1) / (2 * l + 1) ∧
    gElec gs l (l - 1 / 2) = 1 - (gs - 1) / (2 * l + 1) := by
  have h2 : 2 * l + 1 ≠ 0 := by linarith
  unfold gElec
  refine ⟨(gCouple_eq_iff ?_).2 ?_, (gCouple_eq_iff ?_).2 ?_, (gCouple_eq_iff ?_).2 ?_⟩
  · norm_num
  · unfold casimir; ring
  · linarith
  · unfold casimir; field_simp; ring
  · linarith
  · unfold casimir; field_simp; ring
```

At \(J = L = l\) the spin weight is \(C(S)\), which is 0 or 2, so the singlet has \(g_0 = 1\) and the triplet \(g_1 = 1 + \delta/(l(l+1))\); from here on these two symbols mean the LS values.

```lean
/-- At `J = L = l ≥ 1` the LS value is `1` for `S = 0` and `1 + (gs - 1)/(l(l+1))`
for `S = 1`. -/
theorem gLS_values (gs : ℝ) {l : ℝ} (hl : 1 ≤ l) :
    gLS gs l 0 l = 1 ∧ gLS gs l 1 l = 1 + (gs - 1) / (l * (l + 1)) := by
  have h0 : l ≠ 0 := by linarith
  have h1 : l + 1 ≠ 0 := by linarith
  unfold gLS
  refine ⟨(gCouple_eq_iff ?_).2 ?_, (gCouple_eq_iff ?_).2 ?_⟩
  · linarith
  · unfold casimir; ring
  · linarith
  · unfold casimir; field_simp; ring
```

In jj coupling at \(J = l\), the weights \((w_1, w_2)\) are \((-l,\ l(2l+3))\) for \(j = l+\tfrac12\) and \((l+1,\ (l+1)(2l-1))\) for \(j = l-\tfrac12\):
\[
g_+ = 1 + \delta\,\frac{-l + \frac{l(2l+3)}{2l+1}}{2l(l+1)} = 1 + \frac{\delta}{(2l+1)(l+1)},
\]
\[
g_- = 1 + \delta\,\frac{(l+1) - \frac{(l+1)(2l-1)}{2l+1}}{2l(l+1)} = 1 + \frac{\delta}{l(2l+1)}.
\]
The step `rw [hs, hu, hd]` inserts the one-electron values.

```lean
/-- At `J = l ≥ 1` the jj values are `1 + (gs - 1)/((2l+1)(l+1))` for `j = l + 1/2` and
`1 + (gs - 1)/(l(2l+1))` for `j = l - 1/2`. -/
theorem gJJ_values (gs : ℝ) {l : ℝ} (hl : 1 ≤ l) :
    gJJ gs l (l + 1 / 2) l = 1 + (gs - 1) / ((2 * l + 1) * (l + 1)) ∧
    gJJ gs l (l - 1 / 2) l = 1 + (gs - 1) / (l * (2 * l + 1)) := by
  have h0 : l ≠ 0 := by linarith
  have h1 : l + 1 ≠ 0 := by linarith
  have h2 : 2 * l + 1 ≠ 0 := by linarith
  obtain ⟨hs, hu, hd⟩ := gElec_values gs hl
  -- insert the one-electron values, then clear denominators
  unfold gJJ
  rw [hs, hu, hd]
  refine ⟨(gCouple_eq_iff ?_).2 ?_, (gCouple_eq_iff ?_).2 ?_⟩
  · linarith
  · unfold casimir; field_simp; ring
  · linarith
  · unfold casimir; field_simp; ring
```

## The sum rule

Over a common denominator,
\[
\frac{1}{(2l+1)(l+1)} + \frac{1}{l(2l+1)} = \frac{l + (l+1)}{l(l+1)(2l+1)} = \frac{1}{l(l+1)},
\]
so \(g_+ + g_- = g_0 + g_1 = 2 + \delta/(l(l+1))\) for any \(g_s\) and \(l \ge 1\).

```lean
/-- g-sum rule for any spin g value: at `J = l ≥ 1` the two jj values have the same sum as
the `S = 0` and `S = 1` LS values, and the LS sum is `2 + (gs - 1)/(l(l+1))`. -/
theorem g_sum_general (gs : ℝ) {l : ℝ} (hl : 1 ≤ l) :
    gJJ gs l (l + 1 / 2) l + gJJ gs l (l - 1 / 2) l = gLS gs l 0 l + gLS gs l 1 l ∧
    gLS gs l 0 l + gLS gs l 1 l = 2 + (gs - 1) / (l * (l + 1)) := by
  have h0 : l ≠ 0 := by linarith
  have h1 : l + 1 ≠ 0 := by linarith
  have h2 : 2 * l + 1 ≠ 0 := by linarith
  rw [(gJJ_values gs hl).1, (gJJ_values gs hl).2, (gLS_values gs hl).1, (gLS_values gs hl).2]
  constructor
  · field_simp
    ring
  · ring
```

At \(g_s = 2\), \(\delta = 1\), and the numerators become \((2l+1)(l+1)+1 = 2l^2+3l+2\) and \(l(2l+1)+1 = 2l^2+l+1\). The theorem states, for real \(l \ge 1\), both jj values, the equality of the jj and LS sums, and the value \(2 + 1/(l(l+1))\).

```lean
/-- g-sum rule for spin g value 2 and `l ≥ 1`: the `J = l` jj values are
`(2l²+3l+2)/((2l+1)(l+1))` and `(2l²+l+1)/(l(2l+1))`, and their sum equals the LS sum,
which is `2 + 1/(l(l+1))`. -/
theorem g_sum_rule {l : ℝ} (hl : 1 ≤ l) :
    gJJ 2 l (l + 1 / 2) l = (2 * l ^ 2 + 3 * l + 2) / ((2 * l + 1) * (l + 1)) ∧
    gJJ 2 l (l - 1 / 2) l = (2 * l ^ 2 + l + 1) / (l * (2 * l + 1)) ∧
    gJJ 2 l (l + 1 / 2) l + gJJ 2 l (l - 1 / 2) l = gLS 2 l 0 l + gLS 2 l 1 l ∧
    gLS 2 l 0 l + gLS 2 l 1 l = 2 + 1 / (l * (l + 1)) := by
  have h0 : l ≠ 0 := by linarith
  have h1 : l + 1 ≠ 0 := by linarith
  have h2 : 2 * l + 1 ≠ 0 := by linarith
  refine ⟨?_, ?_, (g_sum_general 2 hl).1, ?_⟩
  · rw [(gJJ_values 2 hl).1]; field_simp; ring
  · rw [(gJJ_values 2 hl).2]; field_simp; ring
  · rw [(g_sum_general 2 hl).2]; ring
```

For sp, \(l = 1\), the one-electron values are \(2\), \(4/3\) and \(2/3\), and \(2C(J) = 4\). With \(j = \tfrac32\) the weights are \((-1, 5)\), giving \(g_+ = (-2 + 20/3)/4 = 7/6\). With \(j = \tfrac12\) they are \((2, 2)\), giving \(g_- = (4 + 4/3)/4 = 4/3\). The sum \(5/2\) equals \(1 + 3/2\) from \(^1P_1\) and \(^3P_1\).

## The levels J = l ± 1

These values of \(J\) occur once each, so the sum has one term. At \(J = l+1\) the triplet spin weight \(2(l+2)\) and the jj weights \((l+2,\ (l+2)(2l+1))\) both contribute \(2\delta(l+2)\) over \(2(l+1)(l+2)\), so \(g = 1 + \delta/(l+1)\). At \(J = l-1\) the weights \(-2(l-1)\) and \((-(l-1),\ (l-1)(2l+1))\) both contribute \(-2\delta(l-1)\) over \(2l(l-1)\), so \(g = 1 - \delta/l\). The theorem assumes \(l > 1\) throughout, because \(l = 1\) makes the lower level \(J = 0\), which has no splitting.

```lean
/-- For `l > 1` the jj value and the `S = 1` LS value both equal `1 + (gs - 1)/(l+1)` at
`J = l + 1`, and both equal `1 - (gs - 1)/l` at `J = l - 1`. -/
theorem g_outer_levels (gs : ℝ) {l : ℝ} (hl : 1 < l) :
    (gJJ gs l (l + 1 / 2) (l + 1) = 1 + (gs - 1) / (l + 1) ∧
      gLS gs l 1 (l + 1) = 1 + (gs - 1) / (l + 1)) ∧
    (gJJ gs l (l - 1 / 2) (l - 1) = 1 - (gs - 1) / l ∧
      gLS gs l 1 (l - 1) = 1 - (gs - 1) / l) := by
  have h0 : l ≠ 0 := by linarith
  have h1 : l + 1 ≠ 0 := by linarith
  have h2 : 2 * l + 1 ≠ 0 := by linarith
  obtain ⟨hs, hu, hd⟩ := gElec_values gs hl.le
  unfold gJJ gLS
  rw [hs, hu, hd]
  refine ⟨⟨(gCouple_eq_iff ?_).2 ?_, (gCouple_eq_iff ?_).2 ?_⟩,
    ⟨(gCouple_eq_iff ?_).2 ?_, (gCouple_eq_iff ?_).2 ?_⟩⟩
  all_goals first
    | linarith
    | (unfold casimir; field_simp; ring)
```

## Orthogonal mixing

Let a real orthogonal matrix \(U\) mix finitely many levels of the same \(J\), with g values \(g_i\) collected in a diagonal matrix \(D\). When the magnetic moment has no matrix elements between different unmixed levels, as for pure LS levels of one configuration, the diagonal of \(UDU^{T}\) is read as the g values of the mixed levels. Cycling the trace gives \(\operatorname{tr}(UDU^{T}) = \operatorname{tr}(U^{T}UD) = \sum_i g_i\), as `trace_mul_cycle` and `mul_eq_one_comm` do. Orthogonality matters: with the normalized but not orthogonal rows \((1/\sqrt2, 1/\sqrt2)\) and \((0,1)\) for \(U\) and \(D = \operatorname{diag}(1, 3/2)\), the diagonal is \(5/4,\ 3/2\), with sum \(11/4\) instead of \(5/2\).

```lean
/-- For an orthogonal mixing matrix `U` of levels with g values `g`, the diagonal elements
of `U diag(g) Uᵀ` have the same sum as the `g` values. -/
theorem g_sum_mixing {n : Type*} [Fintype n] [DecidableEq n] (U : Matrix n n ℝ)
    (hU : U * Uᵀ = 1) (g : n → ℝ) :
    ∑ i, (U * diagonal g * Uᵀ) i i = ∑ i, g i := by
  have h : Uᵀ * U = 1 := mul_eq_one_comm.mp hU
  -- cyclic invariance of the trace
  change trace (U * diagonal g * Uᵀ) = _
  rw [trace_mul_cycle, h, Matrix.one_mul, trace_diagonal]
```

For \(D = \operatorname{diag}(g_0, g_1)\) and \(U = R\), orthogonality follows from \(a^2 + b^2 = 1\) (`hab`). The diagonal elements \((0,0)\) and \((1,1)\) are the weighted means `e0` and `e1`:
\[
a^2 g_0 + b^2 g_1 = 1 + \frac{b^2\delta}{l(l+1)} = g_+, \qquad b^2 g_0 + a^2 g_1 = 1 + \frac{a^2\delta}{l(l+1)} = g_-.
\]
At \(l = 1\), \(g_s = 2\) the weights \(2/3\) and \(1/3\) return \(7/6\) and \(4/3\). No states are constructed, so reading \(R\) as the LS-to-jj recoupling matrix and \(D\) as the Zeeman operator is interpretation that the theorems leave unproved. The g-sum rule as usually stated concerns any configuration, whereas the explicit values here belong to the s-plus-\(l\) case. Within a single isolated configuration in a weak field, the sum is a check on level assignments in intermediate coupling that does not depend on the mixing angle.

```lean
/-- For `l ≥ 1` the matrix `recoupling l` is orthogonal, and it carries the diagonal matrix
of the `S = 0` and `S = 1` LS values at `J = l` to a matrix whose diagonal elements are the
two jj values. -/
theorem recoupling_witness (gs : ℝ) {l : ℝ} (hl : 1 ≤ l) :
    recoupling l * (recoupling l)ᵀ = 1 ∧
    (recoupling l * diagonal ![gLS gs l 0 l, gLS gs l 1 l] * (recoupling l)ᵀ) 0 0
      = gJJ gs l (l + 1 / 2) l ∧
    (recoupling l * diagonal ![gLS gs l 0 l, gLS gs l 1 l] * (recoupling l)ᵀ) 1 1
      = gJJ gs l (l - 1 / 2) l := by
  have hp : 0 < l := by linarith
  have h0 : l ≠ 0 := by linarith
  have h1 : l + 1 ≠ 0 := by linarith
  have h2 : 2 * l + 1 ≠ 0 := by linarith
  have ha : √((l + 1) / (2 * l + 1)) * √((l + 1) / (2 * l + 1)) = (l + 1) / (2 * l + 1) :=
    Real.mul_self_sqrt (by positivity)
  have hb : √(l / (2 * l + 1)) * √(l / (2 * l + 1)) = l / (2 * l + 1) :=
    Real.mul_self_sqrt (by positivity)
  unfold recoupling
  generalize √((l + 1) / (2 * l + 1)) = a at ha ⊢
  generalize √(l / (2 * l + 1)) = b at hb ⊢
  have hab : a * a + b * b = 1 := by
    rw [ha, hb]; field_simp; ring
  -- diagonal elements are weighted means of the two LS values
  have e0 : ∀ p q : ℝ, (!![a, b; -b, a] * diagonal ![p, q] * (!![a, b; -b, a])ᵀ) 0 0
      = a * a * p + b * b * q := by
    intro p q
    rw [Matrix.mul_apply, Fin.sum_univ_two]
    simp [Matrix.mul_diagonal]
    ring
  have e1 : ∀ p q : ℝ, (!![a, b; -b, a] * diagonal ![p, q] * (!![a, b; -b, a])ᵀ) 1 1
      = b * b * p + a * a * q := by
    intro p q
    rw [Matrix.mul_apply, Fin.sum_univ_two]
    simp [Matrix.mul_diagonal]
    ring
  refine ⟨?_, ?_, ?_⟩
  · ext i j
    fin_cases i <;> fin_cases j <;> simp [Matrix.mul_apply, Fin.sum_univ_two] <;> linarith
  · rw [e0, ha, hb, (gJJ_values gs hl).1, (gLS_values gs hl).1, (gLS_values gs hl).2]
    field_simp
    ring
  · rw [e1, ha, hb, (gJJ_values gs hl).2, (gLS_values gs hl).1, (gLS_values gs hl).2]
    field_simp
    ring

end

end LandeGSum
```

```lean
#print axioms LandeGSum.g_sum_rule
-- 'LandeGSum.g_sum_rule' depends on axioms: [propext, Classical.choice, Quot.sound]
#print axioms LandeGSum.g_outer_levels
-- 'LandeGSum.g_outer_levels' depends on axioms: [propext, Classical.choice, Quot.sound]
#print axioms LandeGSum.g_sum_mixing
-- 'LandeGSum.g_sum_mixing' depends on axioms: [propext, Classical.choice, Quot.sound]
```
